# For $n = C e^{-2Zr}$, the second-order kinetic energy density diverges to minus infinity at the nucleus and tends to 13/9 of the von Weizsäcker density in the tail

A code that replaces the orbital kinetic energy density by its second-order gradient expansion, and then treats the result as a positive quantity, gets large negative numbers close to a nucleus where the density has an exponential cusp. A square root of that quantity fails there, and a ratio with it in the denominator has a pole where it changes sign. Far from the nucleus the values look harmless, but for an exponential density they are too large by a factor that approaches 13/9 when a single orbital is occupied.

## Two limits and a radius beyond which the density is positive

The problem is to approximate the kinetic energy per unit volume of electrons around a nucleus from their density alone. Let $r > 0$ be the distance from the nucleus and $n(r)$ a spherically symmetric electron density, with primes for derivatives in $r$. In atomic units, the local second-order kinetic density is

$$t = c\,n^{5/3} + \frac{n'^2}{72\,n} + \frac{1}{6}\left(n'' + \frac{2n'}{r}\right).$$

It approximates the orbital kinetic energy density $\tau = \tfrac12\sum_i|\nabla\varphi_i|^2$, where the sum runs over the occupied spin orbitals $\varphi_i$. The first term is the Thomas-Fermi term, the kinetic energy per volume of a uniform electron gas with the local density. For an unpolarised gas its coefficient is $c = \tfrac{3}{10}(3\pi^2)^{2/3} \approx 2.871$. The bracket is the Laplacian of $n$. The reference quantity is the von Weizsäcker density

$$t_W = \frac{n'^2}{8n},$$

which is the exact positive kinetic energy density when all electrons share one real orbital.

For $n = C e^{-2Zr}$ with $C, Z > 0$, and for any real $c$,

$$t \to -\infty \quad (r \to 0^+), \qquad \frac{t}{t_W} \to \frac{13}{9} \quad (r \to \infty).$$

If also $c > 0$, then $t > 0$ for every $r \ge 12/(13Z)$, so non-positive values can occur only closer to the nucleus than that.

## Where the ratio enters a calculation

Some density functionals use $t_W/\tau$ to recognise regions dominated by a single orbital, since the ratio equals 1 when only one real orbital contributes. In the simplest orbital-free version, which inserts the second-order expansion unchanged, a routine receives $n$, $|\nabla n|^2$ and $\nabla^2 n$ at each grid point, forms $t$, and passes $t_W/t$ on in place of $t_W/\tau$. The two limits describe what this substitution does for a purely exponential density, such as that of non-interacting electrons in a hydrogen-like 1s orbital.

Take two such electrons in the field of a nucleus of charge $Z$, so that $C = 2Z^3/\pi$. The exact ratio $\tau/t_W$ is 1 everywhere. The second-order expansion gives $t/t_W \approx -128$ at $Zr = 0.01$ and about $1.31$ at $Zr = 10$. In the far tail the indicator $t_W/t$ approaches $9/13$ instead of 1.

The integrated energy hides the divergence. Near the nucleus $t$ behaves like $-1/r$, which is integrable in three dimensions, and the Laplacian of this density integrates to zero over all space. The trouble shows only where the local value is used.

A Gaussian basis changes the picture at the nucleus, because it has no cusp. For $n = e^{-r^2}$ the Laplacian term tends to $-1$, and $t$ stays finite.

## From the derivatives to the limits

Differentiating the exponential gives

$$n' = -2Zn, \qquad n'' = 4Z^2 n.$$

The von Weizsäcker density is therefore

$$t_W = \frac{4Z^2n^2}{8n} = \frac{Z^2}{2}\,n > 0.$$

The gradient and Laplacian terms of $t$ become

$$\frac{n'^2}{72n} = \frac{Z^2}{18}\,n, \qquad \frac{1}{6}\left(n'' + \frac{2n'}{r}\right) = \frac{2Z^2}{3}\,n - \frac{2Z}{3r}\,n.$$

Since $\tfrac{1}{18} + \tfrac{2}{3} = \tfrac{13}{18}$, the sum is

$$t = c\,n^{5/3} + \frac{13Z^2}{18}\,n - \frac{2Z}{3r}\,n.$$

Write $n^{5/3} = n\,n^{2/3}$, divide by $t_W = Z^2n/2$, and multiply by $r$:

$$r\,\frac{t}{t_W} = \frac{13}{9}\,r - \frac{4}{3Z} + \frac{2c}{Z^2}\,r\,n^{2/3}. \tag{1}$$

**At the nucleus.** Multiplying (1) by $t_W$ gives

$$r\,t = \left(\frac{13}{9}\,r - \frac{4}{3Z} + \frac{2c}{Z^2}\,r\,n^{2/3}\right)\frac{Z^2}{2}\,n.$$

The right-hand side is continuous at $r = 0$, where $n = C$. Its value there is

$$-\frac{4}{3Z}\cdot\frac{Z^2C}{2} = -\frac{2ZC}{3}.$$

So $r\,t$ has a finite negative limit. Multiplying by $1/r \to +\infty$ gives $t \to -\infty$.

**In the tail.** Dividing (1) by $r$ gives

$$\frac{t}{t_W} = \frac{13}{9} - \frac{4}{3Zr} + \frac{2c}{Z^2}\,n^{2/3}.$$

Both $1/r$ and $n^{2/3}$ vanish as $r \to \infty$, which leaves $13/9$.

**Positivity.** If $r \ge 12/(13Z)$, then $\tfrac{13}{9}r \ge \tfrac{4}{3Z}$, so the first two terms of (1) add up to at least zero. For $c > 0$ the third term is strictly positive. Hence $t/t_W > 0$, and $t > 0$ because $t_W > 0$.

## The Lean source

```lean
import Mathlib

open Filter Topology

namespace SecondOrderKineticDensity

noncomputable section

/-- The exponential radial density `n(r) = C exp(-2Zr)`. -/
def expDensity (C Z r : ℝ) : ℝ := C * Real.exp (-2 * Z * r)

/-- The Laplacian `n'' + 2n'/r` of a spherically symmetric function, for `r > 0`. -/
def radialLaplacian (n : ℝ → ℝ) (r : ℝ) : ℝ :=
  deriv (deriv n) r + 2 * deriv n r / r

/-- The von Weizsäcker kinetic density `n'^2/(8n)`, where `n(r) > 0`. -/
def weizsacker (n : ℝ → ℝ) (r : ℝ) : ℝ := (deriv n r) ^ 2 / (8 * n r)

/-- The local second-order kinetic density: Thomas-Fermi term with coefficient `c`,
gradient term and Laplacian term, for `r > 0` and `n(r) > 0`. -/
def kinetic2 (c : ℝ) (n : ℝ → ℝ) (r : ℝ) : ℝ :=
  c * n r ^ (5 / 3 : ℝ) + (deriv n r) ^ 2 / (72 * n r) + radialLaplacian n r / 6

/-- The exponential density obeys `n' = -2Z n`. -/
theorem hasDerivAt_expDensity (C Z r : ℝ) :
    HasDerivAt (expDensity C Z) (-2 * Z * expDensity C Z r) r := by
  have h : HasDerivAt (fun x : ℝ => C * Real.exp (-2 * Z * x))
      (C * (Real.exp (-2 * Z * r) * (-2 * Z * 1))) r :=
    (((hasDerivAt_id' r).const_mul (-2 * Z)).exp).const_mul C
  have e : C * (Real.exp (-2 * Z * r) * (-2 * Z * 1)) = -2 * Z * expDensity C Z r := by
    unfold expDensity
    ring
  rw [e] at h
  exact h

/-- The exponential density obeys `n'' = 4Z² n`. -/
theorem deriv_deriv_expDensity (C Z r : ℝ) :
    deriv (deriv (expDensity C Z)) r = 4 * Z ^ 2 * expDensity C Z r := by
  have h : deriv (expDensity C Z) = fun x => -2 * Z * expDensity C Z x :=
    funext fun x => (hasDerivAt_expDensity C Z x).deriv
  rw [h, ((hasDerivAt_expDensity C Z r).const_mul (-2 * Z)).deriv]
  ring

/-- For `C, Z > 0` the von Weizsäcker density of the exponential density is positive
and equals `Z² n / 2`. -/
theorem weizsacker_expDensity {C Z : ℝ} (hC : 0 < C) (hZ : 0 < Z) (r : ℝ) :
    0 < weizsacker (expDensity C Z) r ∧
      weizsacker (expDensity C Z) r = Z ^ 2 / 2 * expDensity C Z r := by
  have hn : 0 < expDensity C Z r := mul_pos hC (Real.exp_pos _)
  have e : weizsacker (expDensity C Z) r = Z ^ 2 / 2 * expDensity C Z r := by
    unfold weizsacker
    rw [(hasDerivAt_expDensity C Z r).deriv]
    generalize expDensity C Z r = N at hn ⊢
    have hN : N ≠ 0 := hn.ne'
    field_simp
    norm_num
  refine ⟨?_, e⟩
  rw [e]
  positivity

/-- For `C, Z > 0` and `r ≠ 0`, the ratio of the second-order density to the
von Weizsäcker density, multiplied by `r`, is `13r/9 - 4/(3Z) + (2c/Z²) r n^(2/3)`. -/
theorem ratio_formula (c : ℝ) {C Z r : ℝ} (hC : 0 < C) (hZ : 0 < Z) (hr : r ≠ 0) :
    r * (kinetic2 c (expDensity C Z) r / weizsacker (expDensity C Z) r) =
      13 / 9 * r - 4 / (3 * Z) + 2 * c / Z ^ 2 * (r * expDensity C Z r ^ (2 / 3 : ℝ)) := by
  have hn : 0 < expDensity C Z r := mul_pos hC (Real.exp_pos _)
  -- split off one power of the density from the Thomas-Fermi term
  have hp : expDensity C Z r ^ (5 / 3 : ℝ) =
      expDensity C Z r * expDensity C Z r ^ (2 / 3 : ℝ) := by
    rw [show (5 / 3 : ℝ) = 1 + 2 / 3 by norm_num, Real.rpow_add hn, Real.rpow_one]
  rw [(weizsacker_expDensity hC hZ r).2]
  unfold kinetic2 radialLaplacian
  rw [deriv_deriv_expDensity, (hasDerivAt_expDensity C Z r).deriv, hp]
  generalize expDensity C Z r ^ (2 / 3 : ℝ) = P
  generalize expDensity C Z r = N at hn ⊢
  have hN : N ≠ 0 := hn.ne'
  have hZ' : Z ≠ 0 := hZ.ne'
  field_simp
  ring

/-- For `C, Z > 0`, the second-order density multiplied by `r` tends to `-2ZC/3`
at the nucleus. -/
theorem tendsto_mul_kinetic2 (c : ℝ) {C Z : ℝ} (hC : 0 < C) (hZ : 0 < Z) :
    Tendsto (fun r => r * kinetic2 c (expDensity C Z) r) (𝓝[>] 0)
      (𝓝 (-(2 * Z * C / 3))) := by
  have hcn : Continuous (expDensity C Z) :=
    continuous_iff_continuousAt.2 fun r => (hasDerivAt_expDensity C Z r).continuousAt
  have hcp : Continuous fun r => expDensity C Z r ^ (2 / 3 : ℝ) :=
    hcn.rpow_const fun _ => Or.inr (by norm_num)
  have hcont : Continuous fun r : ℝ =>
      (13 / 9 * r - 4 / (3 * Z) + 2 * c / Z ^ 2 * (r * expDensity C Z r ^ (2 / 3 : ℝ))) *
        (Z ^ 2 / 2 * expDensity C Z r) :=
    (((continuous_const.mul continuous_id).sub continuous_const).add
      (continuous_const.mul (continuous_id.mul hcp))).mul (continuous_const.mul hcn)
  have h0 := (hcont.tendsto 0).mono_left (nhdsWithin_le_nhds (s := Set.Ioi (0 : ℝ)))
  have hv : (13 / 9 * (0 : ℝ) - 4 / (3 * Z) +
      2 * c / Z ^ 2 * (0 * expDensity C Z 0 ^ (2 / 3 : ℝ))) *
        (Z ^ 2 / 2 * expDensity C Z 0) = -(2 * Z * C / 3) := by
    have e0 : expDensity C Z 0 = C := by simp [expDensity]
    have hZ' : Z ≠ 0 := hZ.ne'
    rw [e0, zero_mul, mul_zero, mul_zero]
    field_simp
    ring
  rw [hv] at h0
  refine h0.congr' ?_
  filter_upwards [self_mem_nhdsWithin] with r hr
  have hr' : r ≠ 0 := ne_of_gt hr
  have hw := weizsacker_expDensity hC hZ r
  rw [← ratio_formula c hC hZ hr', ← hw.2, mul_assoc, div_mul_cancel₀ _ hw.1.ne']

/-- For `n = C exp(-2Zr)` with `C, Z > 0`, the local second-order kinetic density tends to
minus infinity at the nucleus, and its ratio to the von Weizsäcker density tends to `13/9`
at large distance. -/
theorem kinetic2_limits (c : ℝ) {C Z : ℝ} (hC : 0 < C) (hZ : 0 < Z) :
    Tendsto (kinetic2 c (expDensity C Z)) (𝓝[>] 0) atBot ∧
    Tendsto (fun r => kinetic2 c (expDensity C Z) r / weizsacker (expDensity C Z) r)
      atTop (𝓝 (13 / 9)) := by
  constructor
  · -- the finite negative limit of `r t` is multiplied by `1/r`
    have hneg : -(2 * Z * C / 3) < 0 := by
      have : 0 < 2 * Z * C / 3 := by positivity
      linarith
    have hinv : Tendsto (fun r : ℝ => r⁻¹) (𝓝[>] 0) atTop := tendsto_inv_nhdsGT_zero
    refine (hinv.atTop_mul_neg hneg (tendsto_mul_kinetic2 c hC hZ)).congr' ?_
    filter_upwards [self_mem_nhdsWithin] with r hr
    have hr' : r ≠ 0 := ne_of_gt hr
    rw [← mul_assoc, inv_mul_cancel₀ hr', one_mul]
  · -- the density and its power `2/3` die out, and so does `1/r`
    have hlin : Tendsto (fun r : ℝ => -2 * Z * r) atTop atBot :=
      tendsto_id.const_mul_atTop_of_neg (by linarith)
    have hn : Tendsto (expDensity C Z) atTop (𝓝 0) := by
      have h := (Real.tendsto_exp_atBot.comp hlin).const_mul C
      rw [mul_zero] at h
      exact h
    have hp : Tendsto (fun r => expDensity C Z r ^ (2 / 3 : ℝ)) atTop (𝓝 0) := by
      have h := hn.rpow_const (p := (2 / 3 : ℝ)) (Or.inr (by norm_num))
      rwa [Real.zero_rpow (by norm_num)] at h
    have hi : Tendsto (fun r : ℝ => r⁻¹) atTop (𝓝 0) := tendsto_inv_atTop_zero
    have h := ((hi.const_mul (4 / (3 * Z))).const_sub (13 / 9)).add
      (hp.const_mul (2 * c / Z ^ 2))
    rw [mul_zero, mul_zero, sub_zero, add_zero] at h
    refine h.congr' ?_
    filter_upwards [eventually_gt_atTop (0 : ℝ)] with r hr
    apply mul_left_cancel₀ hr.ne'
    rw [ratio_formula c hC hZ hr.ne']
    have hri : r * r⁻¹ = 1 := mul_inv_cancel₀ hr.ne'
    linear_combination (-(4 / (3 * Z))) * hri

/-- For `c, C, Z > 0` the second-order density is strictly positive at every distance
`r ≥ 12/(13Z)`. -/
theorem kinetic2_pos {c C Z r : ℝ} (hc : 0 < c) (hC : 0 < C) (hZ : 0 < Z)
    (hr : 12 / (13 * Z) ≤ r) : 0 < kinetic2 c (expDensity C Z) r := by
  have hr0 : 0 < r := lt_of_lt_of_le (by positivity) hr
  have hn : 0 < expDensity C Z r := mul_pos hC (Real.exp_pos _)
  have hTF : 0 < 2 * c / Z ^ 2 * (r * expDensity C Z r ^ (2 / 3 : ℝ)) := by
    have := Real.rpow_pos_of_pos hn (2 / 3 : ℝ)
    positivity
  have hcut : 4 / (3 * Z) = 13 / 9 * (12 / (13 * Z)) := by
    have hZ' : Z ≠ 0 := hZ.ne'
    field_simp
    norm_num
  have hratio := ratio_formula c hC hZ hr0.ne'
  by_contra hneg
  -- a non-positive density would make the ratio non-positive
  have h1 : kinetic2 c (expDensity C Z) r / weizsacker (expDensity C Z) r ≤ 0 :=
    div_nonpos_of_nonpos_of_nonneg (not_lt.1 hneg) (weizsacker_expDensity hC hZ r).1.le
  have h2 := mul_nonpos_of_nonneg_of_nonpos hr0.le h1
  linarith

end

end SecondOrderKineticDensity
```

```lean
#print axioms SecondOrderKineticDensity.kinetic2_limits
#print axioms SecondOrderKineticDensity.kinetic2_pos
```

```
'SecondOrderKineticDensity.kinetic2_limits' depends on axioms: [propext, Classical.choice, Quot.sound]
'SecondOrderKineticDensity.kinetic2_pos' depends on axioms: [propext, Classical.choice, Quot.sound]
```

## What the theorems say about the density

The density is `expDensity C Z`, a function of a real variable. The definitions `radialLaplacian`, `weizsacker` and `kinetic2` accept an arbitrary function `n : ℝ → ℝ` and use Lean's derivative `deriv`. The relations $n' = -2Zn$ and $n'' = 4Z^2n$ are thus proved and not built into the definitions. The exponents `(5 / 3 : ℝ)` and `(2 / 3 : ℝ)` are real powers.

The main theorem, `kinetic2_limits`, takes any real `c` and the hypotheses `0 < C` and `0 < Z`. Its first part says that `kinetic2 c (expDensity C Z)` tends to `atBot`, minus infinity, along `𝓝[>] 0`, that is, as $r$ approaches zero through positive values. The point $r = 0$ itself, where Lean would assign the quotient $2n'/r$ the value zero, plays no part in this limit. The second part says that the quotient by `weizsacker` tends to `13 / 9` along `atTop`, as $r \to \infty$.

Three other theorems carry separate information:

- `ratio_formula` is identity (1), for every $r \ne 0$.
- `tendsto_mul_kinetic2` gives the strength of the divergence, $r\,t \to -2ZC/3$.
- `kinetic2_pos` is the positivity statement, and the only one that requires `0 < c`.

The coefficients $1/8$, $1/72$ and $+1/6$ fix atomic units and the positive form of the kinetic energy density, $\tfrac12\sum_i|\nabla\varphi_i|^2$ with occupied orbitals $\varphi_i$. For real orbitals, the form $-\tfrac12\sum_i\varphi_i\nabla^2\varphi_i$ differs from it by $-\tfrac14\nabla^2 n$. This changes the Laplacian coefficient to $-1/12$, and with it the sign of the divergence.

## How the Lean proofs reach the limits

`hasDerivAt_expDensity` applies the chain rule to the exponential. `deriv_deriv_expDensity` first turns this into an equality of functions and then differentiates once more. `weizsacker_expDensity` inserts the first derivative, clears the denominator with `field_simp`, and obtains both the value $Z^2n/2$ and its sign.

In `ratio_formula`, the step `Real.rpow_add` splits $n^{5/3}$ into $n\,n^{2/3}$, which uses $n > 0$. The two quantities $n$ and $n^{2/3}$ are then replaced by plain variables `N` and `P`, so that what remains is an identity between rational expressions. `field_simp` and `ring` settle it.

`tendsto_mul_kinetic2` shows that the right-hand side of the formula for $r\,t$ is continuous and evaluates it at zero. The step `congr'` then transfers the limit to $r\,t$ itself, since the two agree for all $r > 0$.

In `kinetic2_limits`, the lemma `atTop_mul_neg` multiplies the finite negative limit by $1/r \to +\infty$. For the tail, the proof shows that $n$, $n^{2/3}$ and $1/r$ tend to zero and combines these limits. It then identifies the resulting expression with $t/t_W$ by multiplying both sides by $r$ and using `ratio_formula`.

`kinetic2_pos` argues by contradiction. If $t \le 0$, the left-hand side of (1) is at most zero, while the condition on $r$ and the positive Thomas-Fermi term make the right-hand side strictly positive.

## From one exponential to a real atom

The guarantee concerns the formula for $t$ evaluated on a single exponential with exact derivatives. The step to a real atom that the hypotheses leave open is the replacement of its density by $C e^{-2Zr}$. An atom with several shells is not described by one exponential, and the decay rate of its tail is in general not the one set by the nuclear charge. Nor do the theorems bound the error of $t$ as an approximation to an orbital kinetic energy density; the comparison with two electrons in a 1s orbital above is ordinary calculation from (1), without a Lean proof.

The requirement $Z > 0$ can't be weakened to $Z \ge 0$. With $Z = 0$, $C = 1$ and $c = 1$, the density is $n = 1$ everywhere, its derivatives vanish, and $t = 1$ for all $r > 0$. There is then no divergence at the origin.
